# For a trigonometric polynomial of degree below N, a defect δ at zero momentum transfer shifts the Gamma-centred average by δ/N and leaves the staggered average exact

## One wrong value at zero momentum transfer

A uniform mesh may be fine enough to integrate a smooth function of momentum transfer exactly and still give a wrong average, because one of its points carries the wrong value. In periodic correlation calculations that point is zero momentum transfer, where the Coulomb interaction diverges and the integrand needs a special prescription. If the value used there is off by $\delta$, an average over $N$ points is off by $\delta/N$, a finite-size error that decays only as $1/N$ for fixed $\delta$. A mesh of momentum transfers displaced by half a spacing avoids the point. Such a mesh arises for transfers between occupied and virtual orbitals when the two are sampled on k-point meshes offset from each other by half a spacing; shifting both meshes together leaves the momentum transfers unchanged.

The model is one-dimensional, with a prescribed integrand that has finitely many Fourier components. It does not treat the coupled-cluster amplitude equations or the direction-dependent limits that can occur at zero momentum transfer in three dimensions.

## The two averages

Let $x$ be the momentum transfer in units of the reciprocal-lattice period, and let $e_k(x)=e^{2\pi i kx}$ for integer $k$. For a natural number $M$ and complex coefficients $c_k$, set

$$f(x)=\sum_{k=-M}^{M}c_k e_k(x),\qquad A_{N,s}[g]=\frac1N\sum_{j=0}^{N-1}g\!\left(\frac{j+s}{N}\right).$$

The function $g$ equals $f+\delta$ at the integers and $f$ elsewhere. The constant $\delta\in\mathbb C$ is the difference between the value used at zero momentum transfer and the smooth continuation of the integrand. If $M<N$, then

$$A_{N,0}[g]=\int_0^1 f\,dx+\frac{\delta}{N},\qquad A_{N,1/2}[g]=\int_0^1 f\,dx.$$

In Lean, $e_k$, $f$, $g$ and $A_{N,s}$ are `planeWave k`, `trigPoly M c`, `withDefect (trigPoly M c) δ` and `meshAverage N s`. The mesh of momentum transfers with $s=0$ is called Gamma-centred, and the one with $s=1/2$ staggered. The theorem `gamma_and_staggered_average` states both equalities. Its only hypothesis, `M < N`, also makes $N$ positive.

## Plane waves on a shifted mesh

With $r=e^{2\pi ik/N}$, the values of $e_k$ at successive mesh points differ by a constant phase factor:

$$e_k\!\left(\frac{j+s}{N}\right)=e_k(s/N)\,r^j.$$

If $N$ divides $k$, then $r=1$ and the average is $e_k(s/N)$. Otherwise $r\ne1$ but $r^N=1$, so

$$\sum_{j=0}^{N-1}r^j=\frac{r^N-1}{r-1}=0.$$

The integral of $e_k$ over $[0,1]$ is $1$ for $k=0$ and $(e^{2\pi ik}-1)/(2\pi ik)=0$ otherwise, hence $\int_0^1 f\,dx=c_0$. Since $|k|\le M<N$, the only frequency in $f$ divisible by $N$ is $k=0$, so $A_{N,s}[f]=c_0$ for every shift $s$.

## Counting the defect

For $0\le j<N$, the point $j/N$ is an integer only when $j=0$. The Gamma-centred sum therefore contains $\delta$ once, and the average gains $\delta/N$. If $(j+1/2)/N$ were an integer $n$, then $1/2=nN-j$ would be an integer, which is impossible. The staggered average of $g$ is thus that of $f$.

When $M<N$, subtracting the staggered average of $g$ from the Gamma-centred one and multiplying by $N$ therefore recovers $\delta$.

## When the degree reaches N

Without $M<N$ both equalities can fail, even with $\delta=0$. Take $N=1$ and $f(x)=e^{2\pi ix}$. The Gamma-centred mesh is the point $0$, with average $1$; the staggered mesh is the point $1/2$, with average $-1$. The integral is $0$.

## The Lean file

```lean
import Mathlib

open scoped Real

namespace StaggeredMeshFiniteSize

noncomputable section

/-- The plane wave `exp(2πikx)` of integer frequency `k`. -/
def planeWave (k : ℤ) (x : ℝ) : ℂ := Complex.exp (2 * π * Complex.I * k * x)

/-- The trigonometric polynomial of degree at most `M` with Fourier coefficients `c k`. -/
def trigPoly (M : ℕ) (c : ℤ → ℂ) (x : ℝ) : ℂ :=
  ∑ k ∈ Finset.Icc (-(M : ℤ)) M, c k * planeWave k x

open Classical in
/-- The function `f` with its value changed by `δ` at the integers, the points of zero
momentum transfer. -/
def withDefect (f : ℝ → ℂ) (δ : ℂ) (x : ℝ) : ℂ :=
  if ∃ n : ℤ, x = n then f x + δ else f x

/-- The average of `g` over the `N` mesh points `(j + s)/N`, `j < N`. -/
def meshAverage (N : ℕ) (s : ℝ) (g : ℝ → ℂ) : ℂ :=
  (∑ j ∈ Finset.range N, g (((j : ℝ) + s) / N)) / N

/-- The mesh average of a plane wave vanishes unless `N` divides its frequency, in which case it is
the value of the wave at the first mesh point. -/
theorem meshAverage_planeWave {N : ℕ} (hN : 0 < N) (s : ℝ) (k : ℤ) :
    meshAverage N s (planeWave k) = if (N : ℤ) ∣ k then planeWave k (s / N) else 0 := by
  have hNc : (N : ℂ) ≠ 0 := by exact_mod_cast hN.ne'
  obtain ⟨r, hr⟩ : ∃ r : ℂ, r = Complex.exp (2 * π * Complex.I * k / N) := ⟨_, rfl⟩
  -- the values at successive mesh points differ by the constant phase factor `r`
  have hterm : ∀ j : ℕ, planeWave k (((j : ℝ) + s) / N) = planeWave k (s / N) * r ^ j := by
    intro j
    simp only [planeWave]
    rw [hr, ← Complex.exp_nat_mul, ← Complex.exp_add]
    congr 1
    push_cast
    ring
  unfold meshAverage
  simp_rw [hterm]
  rw [← Finset.mul_sum]
  split_ifs with h
  · obtain ⟨m, hm⟩ := h
    have h1 : r = 1 := by
      rw [hr]
      refine Complex.exp_eq_one_iff.mpr ⟨m, ?_⟩
      rw [hm, div_eq_iff hNc]
      push_cast
      ring
    rw [h1]
    simp only [one_pow, Finset.sum_const, Finset.card_range, nsmul_eq_mul, mul_one]
    exact mul_div_cancel_right₀ _ hNc
  · have hne : r ≠ 1 := by
      intro h1
      rw [hr] at h1
      obtain ⟨m, hm⟩ := Complex.exp_eq_one_iff.mp h1
      rw [div_eq_iff hNc] at hm
      have hk : (k : ℂ) = N * m := by
        apply mul_left_cancel₀ Complex.two_pi_I_ne_zero
        linear_combination hm
      exact h ⟨m, by exact_mod_cast hk⟩
    have hrN : r ^ N = 1 := by
      rw [hr, ← Complex.exp_nat_mul]
      refine Complex.exp_eq_one_iff.mpr ⟨k, ?_⟩
      rw [mul_div_assoc', div_eq_iff hNc]
      ring
    -- the geometric sum vanishes because `r ^ N = 1` and `r ≠ 1`
    have hg := geom_sum_mul r N
    rw [hrN, sub_self] at hg
    have hz := (mul_eq_zero.mp hg).resolve_right (sub_ne_zero.mpr hne)
    rw [hz, mul_zero, zero_div]

/-- The integral of a plane wave over one period is one at zero frequency and zero otherwise. -/
theorem integral_planeWave (k : ℤ) :
    ∫ x in (0 : ℝ)..1, planeWave k x = if k = 0 then 1 else 0 := by
  by_cases hk : k = 0
  · subst hk
    simp [planeWave]
  · have hc : 2 * π * Complex.I * (k : ℂ) ≠ 0 :=
      mul_ne_zero Complex.two_pi_I_ne_zero (Int.cast_ne_zero.mpr hk)
    have h1 : Complex.exp (2 * π * Complex.I * (k : ℂ)) = 1 :=
      Complex.exp_eq_one_iff.mpr ⟨k, by ring⟩
    rw [if_neg hk]
    simp only [planeWave]
    rw [integral_exp_mul_complex hc, Complex.ofReal_one, mul_one, h1, Complex.ofReal_zero,
      mul_zero, Complex.exp_zero, sub_self, zero_div]

/-- The integral of a trigonometric polynomial over one period is its constant coefficient. -/
theorem integral_trigPoly (M : ℕ) (c : ℤ → ℂ) :
    ∫ x in (0 : ℝ)..1, trigPoly M c x = c 0 := by
  have hcont : ∀ k : ℤ, Continuous (planeWave k) := by
    intro k
    unfold planeWave
    fun_prop
  simp only [trigPoly]
  have hint : ∀ k ∈ Finset.Icc (-(M : ℤ)) M, IntervalIntegrable
      (fun x : ℝ => c k * planeWave k x) MeasureTheory.volume 0 1 :=
    fun k _ => (continuous_const.mul (hcont k)).intervalIntegrable 0 1
  rw [intervalIntegral.integral_finsetSum hint]
  simp_rw [intervalIntegral.integral_const_mul, integral_planeWave]
  rw [Finset.sum_eq_single (0 : ℤ)]
  · simp
  · intro k _ hk
    simp [hk]
  · intro h
    exact absurd (Finset.mem_Icc.mpr ⟨by omega, by omega⟩) h

/-- Every uniform mesh of `N` points, however shifted, integrates trigonometric polynomials of
degree below `N` exactly. -/
theorem meshAverage_trigPoly {M N : ℕ} (hM : M < N) (s : ℝ) (c : ℤ → ℂ) :
    meshAverage N s (trigPoly M c) = ∫ x in (0 : ℝ)..1, trigPoly M c x := by
  have hN : 0 < N := by omega
  have hlin : meshAverage N s (trigPoly M c)
      = ∑ k ∈ Finset.Icc (-(M : ℤ)) M, c k * meshAverage N s (planeWave k) := by
    simp only [meshAverage, trigPoly]
    rw [Finset.sum_comm, Finset.sum_div]
    refine Finset.sum_congr rfl fun k _ => ?_
    rw [← Finset.mul_sum, mul_div_assoc]
  rw [integral_trigPoly, hlin, Finset.sum_eq_single (0 : ℤ)]
  · rw [meshAverage_planeWave hN, if_pos (dvd_zero _)]
    simp [planeWave]
  · intro k hk hk0
    have hb := Finset.mem_Icc.mp hk
    -- no nonzero frequency of magnitude below `N` is divisible by `N`
    have hnd : ¬ (N : ℤ) ∣ k := by
      intro h
      rcases lt_or_gt_of_ne hk0 with h0 | h0
      · have := Int.le_of_dvd (by omega : 0 < -k) ((dvd_neg).mpr h)
        omega
      · have := Int.le_of_dvd h0 h
        omega
    rw [meshAverage_planeWave hN, if_neg hnd, mul_zero]
  · intro h
    exact absurd (Finset.mem_Icc.mpr ⟨by omega, by omega⟩) h

/-- Changing the integrand at zero momentum transfer leaves its integral unchanged. -/
theorem integral_withDefect (f : ℝ → ℂ) (δ : ℂ) :
    ∫ x in (0 : ℝ)..1, withDefect f δ x = ∫ x in (0 : ℝ)..1, f x := by
  apply intervalIntegral.integral_congr_ae
  have h0 : (Set.range (fun n : ℤ => (n : ℝ)))ᶜ ∈ MeasureTheory.ae MeasureTheory.volume :=
    MeasureTheory.compl_mem_ae_iff.mpr ((Set.countable_range _).measure_zero _)
  filter_upwards [h0] with x hx _
  exact if_neg (fun ⟨n, hn⟩ => hx ⟨n, hn.symm⟩)

/-- On the Gamma-centred mesh the defect shifts the average of any function by `δ/N`. -/
theorem meshAverage_gamma_withDefect {N : ℕ} (hN : 0 < N) (f : ℝ → ℂ) (δ : ℂ) :
    meshAverage N 0 (withDefect f δ) = meshAverage N 0 f + δ / N := by
  have hNr : (N : ℝ) ≠ 0 := by exact_mod_cast hN.ne'
  -- only the mesh point `j = 0` is an integer
  have hterm : ∀ j ∈ Finset.range N, withDefect f δ (((j : ℝ) + 0) / N)
      = f (((j : ℝ) + 0) / N) + if j = 0 then δ else 0 := by
    intro j hj
    have hjN := Finset.mem_range.mp hj
    unfold withDefect
    by_cases h : j = 0
    · have hp : ∃ n : ℤ, ((j : ℝ) + 0) / N = n := ⟨0, by simp [h]⟩
      rw [if_pos h, if_pos hp]
    · have hn : ¬ ∃ n : ℤ, ((j : ℝ) + 0) / N = n := by
        rintro ⟨n, hn⟩
        rw [div_eq_iff hNr, add_zero] at hn
        have hz : (j : ℤ) = n * N := by exact_mod_cast hn
        have hd : (N : ℤ) ∣ (j : ℤ) := ⟨n, hz.trans (mul_comm _ _)⟩
        have := Int.le_of_dvd (by omega : (0 : ℤ) < j) hd
        omega
      rw [if_neg h, if_neg hn]
      exact (add_zero _).symm
  have hsum : ∑ j ∈ Finset.range N, (if j = 0 then δ else 0) = δ := by
    rw [Finset.sum_ite_eq', if_pos (Finset.mem_range.mpr hN)]
  unfold meshAverage
  rw [Finset.sum_congr rfl hterm, Finset.sum_add_distrib, hsum, add_div]

/-- A mesh whose shift is not an integer does not see the defect. -/
theorem meshAverage_shifted_withDefect (N : ℕ) {s : ℝ} (hs : ∀ n : ℤ, s ≠ n)
    (f : ℝ → ℂ) (δ : ℂ) :
    meshAverage N s (withDefect f δ) = meshAverage N s f := by
  unfold meshAverage
  congr 1
  refine Finset.sum_congr rfl fun j hj => ?_
  have hjN := Finset.mem_range.mp hj
  have hNr : (N : ℝ) ≠ 0 := by
    have : N ≠ 0 := by omega
    exact_mod_cast this
  refine if_neg ?_
  rintro ⟨n, hn⟩
  rw [div_eq_iff hNr] at hn
  apply hs (n * N - j)
  push_cast
  linarith

/-- For an integrand of degree below `N` with a defect `δ` at zero momentum transfer, the
Gamma-centred average is the exact integral plus `δ/N`, and the staggered average is the exact
integral. -/
theorem gamma_and_staggered_average {M N : ℕ} (hM : M < N) (c : ℤ → ℂ) (δ : ℂ) :
    meshAverage N 0 (withDefect (trigPoly M c) δ)
        = (∫ x in (0 : ℝ)..1, trigPoly M c x) + δ / N ∧
      meshAverage N (1 / 2) (withDefect (trigPoly M c) δ)
        = ∫ x in (0 : ℝ)..1, trigPoly M c x := by
  have hhalf : ∀ n : ℤ, (1 / 2 : ℝ) ≠ n := by
    intro n h
    have h2 : (1 : ℝ) = 2 * n := by linarith
    have h3 : (1 : ℤ) = 2 * n := by exact_mod_cast h2
    omega
  constructor
  · rw [meshAverage_gamma_withDefect (by omega), meshAverage_trigPoly hM]
  · rw [meshAverage_shifted_withDefect N hhalf, meshAverage_trigPoly hM]

/-- The difference of the Gamma-centred and staggered averages, multiplied by `N`, is the
defect `δ`. -/
theorem defect_from_two_meshes {M N : ℕ} (hM : M < N) (c : ℤ → ℂ) (δ : ℂ) :
    (N : ℂ) * (meshAverage N 0 (withDefect (trigPoly M c) δ)
      - meshAverage N (1 / 2) (withDefect (trigPoly M c) δ)) = δ := by
  have hNc : (N : ℂ) ≠ 0 := by
    have : N ≠ 0 := by omega
    exact_mod_cast this
  obtain ⟨h1, h2⟩ := gamma_and_staggered_average hM c δ
  rw [h1, h2, add_sub_cancel_left]
  field_simp

/-- For positive `N`, the plane wave of frequency `N` has Gamma-centred average `1`, staggered
average `-1` and integral `0`. -/
theorem degree_bound_sharp {N : ℕ} (hN : 0 < N) :
    meshAverage N 0 (planeWave N) = 1 ∧ meshAverage N (1 / 2) (planeWave N) = -1 ∧
      ∫ x in (0 : ℝ)..1, planeWave N x = 0 := by
  have hNc : (N : ℂ) ≠ 0 := by exact_mod_cast hN.ne'
  refine ⟨?_, ?_, ?_⟩
  · rw [meshAverage_planeWave hN, if_pos (dvd_refl _)]
    simp [planeWave]
  · rw [meshAverage_planeWave hN, if_pos (dvd_refl _)]
    -- half a mesh spacing is half a wavelength
    have harg : 2 * π * Complex.I * ((N : ℤ) : ℂ) * ((1 / 2 / (N : ℝ) : ℝ) : ℂ)
        = π * Complex.I := by
      push_cast
      linear_combination (π * Complex.I) * (mul_inv_cancel₀ hNc)
    unfold planeWave
    rw [harg, Complex.exp_pi_mul_I]
  · rw [integral_planeWave, if_neg (by omega)]

end

end StaggeredMeshFiniteSize
```

```lean
#print axioms StaggeredMeshFiniteSize.integral_withDefect
#print axioms StaggeredMeshFiniteSize.gamma_and_staggered_average
#print axioms StaggeredMeshFiniteSize.defect_from_two_meshes
#print axioms StaggeredMeshFiniteSize.degree_bound_sharp
```

```
'StaggeredMeshFiniteSize.integral_withDefect' depends on axioms: [propext, Classical.choice, Quot.sound]
'StaggeredMeshFiniteSize.gamma_and_staggered_average' depends on axioms: [propext, Classical.choice, Quot.sound]
'StaggeredMeshFiniteSize.defect_from_two_meshes' depends on axioms: [propext, Classical.choice, Quot.sound]
'StaggeredMeshFiniteSize.degree_bound_sharp' depends on axioms: [propext, Classical.choice, Quot.sound]
```

## How the proof follows the calculation

`meshAverage_planeWave` factors out the phase in `hterm` and splits on whether $N$ divides $k$. `Complex.exp_eq_one_iff` decides when $r=1$, and `geom_sum_mul` supplies the geometric sum.

`integral_planeWave` evaluates the exponential integral. `integral_trigPoly` exchanges the integral with the finite sum, and `Finset.sum_eq_single` keeps the term $k=0$. `meshAverage_trigPoly` does the same for the mesh; its step `hnd` is where the degree bound excludes aliasing.

`meshAverage_gamma_withDefect` isolates $j=0$, while `meshAverage_shifted_withDefect` shows that no non-integer shift meets the defect. Both hold for arbitrary $f$. The main theorem checks that $1/2$ is not an integer and rewrites with these lemmas.

`integral_withDefect` shows that $f$ and $g$ have the same integral, because the integers have measure zero. `defect_from_two_meshes` does the subtraction, and `degree_bound_sharp` gives the counter-example for every positive $N$, using the phase $e^{i\pi}=-1$ at half a mesh spacing.
